# Log-Gaussian broadening of positive-energy poles conserves weight and, at fixed b, gives a width proportional to the pole energy

A numerical renormalization group calculation for a quantum impurity replaces the continuous bath by a finite chain, so the spectral function comes out as a set of sharp poles. The bath is discretised logarithmically, and the poles are therefore dense at low energy and sparse at high energy. Broadening with one fixed linewidth suits only part of such a spectrum: a width that joins the high-energy poles smears out the low-energy structure. A kernel that is Gaussian in the logarithm of the energy has a width that follows the pole. What does it do to the total weight, to the mean energy and to the linewidth?

For a pole at energy $w_0>0$ and a broadening parameter $b>0$, the kernel at energy $w>0$ is

$$K_{b,w_0}(w)=\frac{1}{b\,w_0\sqrt{\pi}}\,\exp\!\left[-\frac{b^2}{4}-\left(\frac{\ln(w/w_0)}{b}\right)^2\right].$$

The number $b$ is dimensionless and sets the linewidth on the logarithmic energy scale. It is a choice made in processing the data, and nothing here derives it from the impurity Hamiltonian.

```lean
import Mathlib

open MeasureTheory Set
open scoped Real

namespace NRGLogGaussian

noncomputable section
```

In the file $K_{b,w_0}(w)$ is `logGauss b w0 w`, a real function of three real numbers. Positivity of $b$ and $w_0$ is not part of the definition; it enters as the hypotheses `hb` and `hw0` of the theorems.

```lean
/-- The log-Gaussian kernel of width parameter `b` that broadens a pole at energy `w0`. -/
def logGauss (b w0 w : ℝ) : ℝ :=
  Real.exp (-b ^ 2 / 4 - (Real.log (w / w0) / b) ^ 2) / (b * w0 * Real.sqrt π)
```

The mean energy is the integral of $w\,K_{b,w_0}(w)$ over `Ioi 0`, the open half-line $w>0$. It is not divided by the total weight, which part (c) shows to be 1.

```lean
/-- The mean energy of the kernel on the positive frequency axis. -/
def meanEnergy (b w0 : ℝ) : ℝ := ∫ w in Ioi (0 : ℝ), w * logGauss b w0 w
```

The variance is taken about that mean, with the same kernel as weight.

```lean
/-- The variance of the kernel about its mean energy. -/
def variance (b w0 : ℝ) : ℝ :=
  ∫ w in Ioi (0 : ℝ), (w - meanEnergy b w0) ^ 2 * logGauss b w0 w
```

A discrete spectrum has real weights $a_i$ at energies $E_i$, where $i$ runs over a finite index set. Each pole is replaced by its own kernel, with the same $b$ for all:

$$A(w)=\sum_i a_i\,K_{b,E_i}(w).$$

The weights may have either sign, as they can in an off-diagonal spectral function.

```lean
/-- The smooth spectrum obtained by broadening poles of weights `a i` at energies `E i`. -/
def broadened {ι : Type*} [Fintype ι] (b : ℝ) (a E : ι → ℝ) (w : ℝ) : ℝ :=
  ∑ i, a i * logGauss b (E i) w
```

## (a) The kernel on a logarithmic energy scale

Put $w=w_0e^u$. Show that, for every real $s$, the product of $w^s$, the kernel and the Jacobian $dw/du$ is a constant times a shifted Gaussian in $u$.

The Jacobian is $w_0e^u$, and $\ln(w/w_0)=u$. The product is therefore

$$w_0e^u\cdot w_0^s e^{su}\cdot\frac{e^{-b^2/4-u^2/b^2}}{b\,w_0\sqrt\pi}
=\frac{w_0^s}{b\sqrt\pi}\,\exp\!\left[-\frac{u^2}{b^2}+(s+1)u-\frac{b^2}{4}\right].$$

Completing the square gives

$$-\frac{u^2}{b^2}+(s+1)u=-\frac{1}{b^2}\left(u-\frac{b^2(s+1)}{2}\right)^2+\frac{b^2(s+1)^2}{4}.$$

The constant left in the exponent is $\frac{b^2}{4}\left[(s+1)^2-1\right]=\frac{b^2s(s+2)}{4}$, so the product equals

$$\frac{w_0^s\,e^{b^2s(s+2)/4}}{b\sqrt\pi}\,\exp\!\left[-\frac{1}{b^2}\left(u-\frac{b^2(s+1)}{2}\right)^2\right].$$

In the proof, `hlog` evaluates the logarithm, `key` merges the exponentials and completes the square, and `alg` cancels $w_0$ between the Jacobian and the normalisation.

```lean
/-- On the logarithmic energy scale `w = w0 exp u`, the kernel times a power of the energy and
the Jacobian is a shifted Gaussian in `u`. -/
theorem logGauss_log_scale {b w0 : ℝ} (hb : 0 < b) (hw0 : 0 < w0) (s u : ℝ) :
    w0 * Real.exp u * ((w0 * Real.exp u) ^ s * logGauss b w0 (w0 * Real.exp u)) =
      w0 ^ s * Real.exp (b ^ 2 * s * (s + 2) / 4) / (b * Real.sqrt π) *
        Real.exp (-(1 / b ^ 2) * (u - b ^ 2 * (s + 1) / 2) ^ 2) := by
  have hr : Real.sqrt π ≠ 0 := (Real.sqrt_pos.mpr Real.pi_pos).ne'
  have hlog : Real.log (w0 * Real.exp u / w0) = u := by
    rw [mul_div_cancel_left₀ _ hw0.ne', Real.log_exp]
  -- completing the square in the exponent
  have key : Real.exp u * Real.exp (u * s) * Real.exp (-b ^ 2 / 4 - (u / b) ^ 2) =
      Real.exp (b ^ 2 * s * (s + 2) / 4) *
        Real.exp (-(1 / b ^ 2) * (u - b ^ 2 * (s + 1) / 2) ^ 2) := by
    rw [← Real.exp_add, ← Real.exp_add, ← Real.exp_add]
    congr 1
    field_simp
    ring
  have alg : ∀ A x y z r : ℝ, r ≠ 0 →
      w0 * x * (A * y * (z / (b * w0 * r))) = A / (b * r) * (x * y * z) := by
    intro A x y z r h
    field_simp
  rw [logGauss, hlog, Real.mul_rpow hw0.le (Real.exp_pos u).le, ← Real.exp_mul,
    alg _ _ _ _ _ hr, key]
  ring
```

## (b) All real moments

Show that $w^sK_{b,w_0}(w)$ is integrable over $w>0$ for every real $s$, and find the integral.

The map $u\mapsto w_0e^u$ takes the real line one-to-one onto $w>0$. By part (a) the integrand in $u$ is a constant times a Gaussian, which is integrable. Shifting $u$ by $b^2(s+1)/2$ leaves the integral over the whole line unchanged, and

$$\int_{-\infty}^{\infty}e^{-u^2/b^2}\,du=b\sqrt\pi .$$

This cancels the prefactor $1/(b\sqrt\pi)$, so

$$\int_0^\infty w^sK_{b,w_0}(w)\,dw=w_0^s\,e^{b^2s(s+2)/4}.$$

The theorem states integrability and value together. Lean assigns the value 0 to the integral of a non-integrable function, so the positive value found here already implies integrability. It is stated separately because the proofs of parts (c) and (f) use it.

The facts `himg`, `hinj` and `hder` supply what the change of variables requires: the image is the positive half-line, the map is injective, and its derivative is $w_0e^u$. Then `hpull` inserts part (a), and `hshift` removes the shift and evaluates the Gaussian integral.

```lean
/-- Every real moment of the kernel exists, and the moment of order `s` is
`w0 ^ s * exp (b² s (s + 2) / 4)`. -/
theorem logGauss_moment {b w0 : ℝ} (hb : 0 < b) (hw0 : 0 < w0) (s : ℝ) :
    IntegrableOn (fun w => w ^ s * logGauss b w0 w) (Ioi 0) ∧
    ∫ w in Ioi (0 : ℝ), w ^ s * logGauss b w0 w =
      w0 ^ s * Real.exp (b ^ 2 * s * (s + 2) / 4) := by
  have himg : (fun u : ℝ => w0 * Real.exp u) '' univ = Ioi 0 := by
    ext w
    constructor
    · rintro ⟨u, -, rfl⟩
      exact mul_pos hw0 (Real.exp_pos u)
    · intro hw
      have hw' : 0 < w := hw
      refine ⟨Real.log (w / w0), mem_univ _, ?_⟩
      show w0 * Real.exp (Real.log (w / w0)) = w
      rw [Real.exp_log (div_pos hw' hw0)]
      field_simp
  have hder : ∀ u ∈ (univ : Set ℝ), HasDerivWithinAt (fun u : ℝ => w0 * Real.exp u)
      (w0 * Real.exp u) univ u :=
    fun u _ => ((Real.hasDerivAt_exp u).const_mul w0).hasDerivWithinAt
  have hinj : InjOn (fun u : ℝ => w0 * Real.exp u) univ :=
    fun x _ y _ h => Real.exp_injective (mul_left_cancel₀ hw0.ne' h)
  have hpull : ∀ u : ℝ,
      |w0 * Real.exp u| • ((w0 * Real.exp u) ^ s * logGauss b w0 (w0 * Real.exp u)) =
      w0 ^ s * Real.exp (b ^ 2 * s * (s + 2) / 4) / (b * Real.sqrt π) *
        Real.exp (-(1 / b ^ 2) * (u - b ^ 2 * (s + 1) / 2) ^ 2) := by
    intro u
    rw [abs_of_pos (mul_pos hw0 (Real.exp_pos u)), smul_eq_mul]
    exact logGauss_log_scale hb hw0 s u
  have hb2 : 0 < 1 / b ^ 2 := by positivity
  constructor
  · have hint : Integrable
        (fun u : ℝ => Real.exp (-(1 / b ^ 2) * (u - b ^ 2 * (s + 1) / 2) ^ 2)) :=
      (integrable_exp_neg_mul_sq hb2).comp_sub_right (b ^ 2 * (s + 1) / 2)
    rw [← himg, integrableOn_image_iff_integrableOn_abs_deriv_smul MeasurableSet.univ hder hinj,
      integrableOn_univ]
    simp only [hpull]
    exact hint.const_mul _
  · -- the shift drops out and the Gaussian integral remains
    have hshift : ∫ u : ℝ, Real.exp (-(1 / b ^ 2) * (u - b ^ 2 * (s + 1) / 2) ^ 2) =
        b * Real.sqrt π := by
      have h1 : Real.sqrt (π / (1 / b ^ 2)) = b * Real.sqrt π := by
        rw [show π / (1 / b ^ 2) = b ^ 2 * π by field_simp, Real.sqrt_mul (sq_nonneg b),
          Real.sqrt_sq hb.le]
      rw [← h1, ← integral_gaussian (1 / b ^ 2)]
      exact integral_sub_right_eq_self (fun u : ℝ => Real.exp (-(1 / b ^ 2) * u ^ 2)) _
    have hne : b * Real.sqrt π ≠ 0 := (mul_pos hb (Real.sqrt_pos.mpr Real.pi_pos)).ne'
    rw [← himg, integral_image_eq_integral_abs_deriv_smul MeasurableSet.univ hder hinj,
      setIntegral_univ]
    simp only [hpull]
    rw [integral_const_mul, hshift]
    exact div_mul_cancel₀ _ hne
```

## (c) Weight, mean and variance

Show that the kernel has integral 1, mean $w_0e^{3b^2/4}$ and variance $w_0^2\left(e^{2b^2}-e^{3b^2/2}\right)$.

Write $m_s$ for the moment of order $s$. Part (b) gives

$$m_0=1,\qquad m_1=w_0e^{3b^2/4},\qquad m_2=w_0^2e^{2b^2}.$$

The first two are the weight and the mean. With $M=m_1$, expanding the square gives

$$\int_0^\infty (w-M)^2K_{b,w_0}(w)\,dw=m_2-2Mm_1+M^2m_0=m_2-M^2,$$

and $M^2=w_0^2e^{3b^2/2}$, which yields the stated variance.

The sign of $b$ matters. Since $b$ enters the exponent only through its square but appears linearly in the denominator, $K_{-1,1}(w)=-K_{1,1}(w)$. For $b=-1$ and $w_0=1$ the integral is therefore $-1$ instead of 1.

The proof takes the three moments from part (b), expands the square in `e`, and integrates term by term. The facts `i2`, `j0`, `j1` and `j2` provide the integrability used in this splitting.

```lean
/-- The kernel has unit weight, mean energy `w0 exp (3b²/4)` and variance
`w0² (exp (2b²) - exp (3b²/2))`. -/
theorem logGauss_weight_mean_variance {b w0 : ℝ} (hb : 0 < b) (hw0 : 0 < w0) :
    ∫ w in Ioi (0 : ℝ), logGauss b w0 w = 1 ∧
    meanEnergy b w0 = w0 * Real.exp (3 * b ^ 2 / 4) ∧
    variance b w0 = w0 ^ 2 * (Real.exp (2 * b ^ 2) - Real.exp (3 * b ^ 2 / 2)) := by
  obtain ⟨i0, m0⟩ := logGauss_moment hb hw0 0
  obtain ⟨i1, m1⟩ := logGauss_moment hb hw0 1
  obtain ⟨i2, m2⟩ := logGauss_moment hb hw0 2
  simp only [Real.rpow_zero, one_mul, mul_zero, zero_mul, zero_div, Real.exp_zero] at i0 m0
  simp only [Real.rpow_one] at i1 m1
  simp only [Real.rpow_two] at i2 m2
  rw [show b ^ 2 * 1 * (1 + 2) / 4 = 3 * b ^ 2 / 4 by ring] at m1
  rw [show b ^ 2 * 2 * (2 + 2) / 4 = 2 * b ^ 2 by ring] at m2
  refine ⟨m0, m1, ?_⟩
  have hm : meanEnergy b w0 = w0 * Real.exp (3 * b ^ 2 / 4) := m1
  unfold variance
  rw [hm]
  generalize hM : w0 * Real.exp (3 * b ^ 2 / 4) = M at m1
  -- expand the square and integrate term by term
  have e : ∀ w : ℝ, (w - M) ^ 2 * logGauss b w0 w =
      w ^ 2 * logGauss b w0 w - 2 * M * (w * logGauss b w0 w) + M ^ 2 * logGauss b w0 w := by
    intro w
    ring
  have j1 : Integrable (fun w => 2 * M * (w * logGauss b w0 w)) (volume.restrict (Ioi 0)) :=
    Integrable.const_mul i1 _
  have j0 : Integrable (fun w => M ^ 2 * logGauss b w0 w) (volume.restrict (Ioi 0)) :=
    Integrable.const_mul i0 _
  have j2 : Integrable (fun w => w ^ 2 * logGauss b w0 w - 2 * M * (w * logGauss b w0 w))
      (volume.restrict (Ioi 0)) := Integrable.sub i2 j1
  simp only [e]
  rw [integral_add j2 j0, integral_sub i2 j1, integral_const_mul, integral_const_mul, m0, m1, m2,
    ← hM, show Real.exp (3 * b ^ 2 / 2) = Real.exp (3 * b ^ 2 / 4) ^ 2 by
      rw [sq (Real.exp (3 * b ^ 2 / 4)), ← Real.exp_add]; congr 1; ring]
  ring
```

## (d) The linewidth scales with the pole energy

Show that the standard deviation is $w_0$ times a positive number that depends on $b$ alone.

Because $2b^2>3b^2/2$ for $b>0$, the bracket in the variance is positive. Taking the square root with $w_0>0$ gives

$$\sigma=w_0\sqrt{e^{2b^2}-e^{3b^2/2}} .$$

Take $b=0.5$, so that $b^2=0.25$. The mean is $e^{0.1875}w_0\approx1.206\,w_0$, and the standard deviation is

$$\sigma=w_0\sqrt{e^{0.5}-e^{0.375}}\approx w_0\sqrt{1.6487-1.4550}\approx0.440\,w_0 .$$

A pole at $w_0=1$ has $\sigma\approx0.440$, and a pole at $w_0=0.01$, in the same units, has $\sigma\approx0.0044$. Both kernels have weight 1.

"Width" here means the standard deviation on the linear energy axis. The theorem has two halves, matching the two steps above: positivity of the factor, from monotonicity of the exponential, and the formula for $\sigma$, from part (c).

```lean
/-- The standard deviation of the kernel is the pole energy `w0` times a positive factor that
depends on `b` alone. -/
theorem logGauss_width {b w0 : ℝ} (hb : 0 < b) (hw0 : 0 < w0) :
    0 < Real.sqrt (Real.exp (2 * b ^ 2) - Real.exp (3 * b ^ 2 / 2)) ∧
    Real.sqrt (variance b w0) =
      w0 * Real.sqrt (Real.exp (2 * b ^ 2) - Real.exp (3 * b ^ 2 / 2)) := by
  constructor
  · apply Real.sqrt_pos.mpr
    apply sub_pos.mpr
    apply Real.exp_lt_exp.mpr
    nlinarith [pow_pos hb 2]
  · rw [(logGauss_weight_mean_variance hb hw0).2.2, Real.sqrt_mul (sq_nonneg w0),
      Real.sqrt_sq hw0.le]
```

## (e) The maximum sits at the pole energy

Show that $K_{b,w_0}(w)<K_{b,w_0}(w_0)$ for every positive $w\neq w_0$.

The normalisation and the factor $e^{-b^2/4}$ are common to both sides, so

$$\frac{K_{b,w_0}(w)}{K_{b,w_0}(w_0)}=\exp\!\left[-\left(\frac{\ln(w/w_0)}{b}\right)^2\right].$$

For $w\neq w_0$ the logarithm is nonzero and the ratio is less than 1. Thus $w_0$ is the peak energy, and part (d) says that the width is proportional to the peak energy at fixed $b$. The mean lies above the peak by the factor $e^{3b^2/4}$, since the kernel has a longer tail towards high energy.

In the proof, `h2` records that the logarithm is nonzero and `h3` that its scaled square is positive. The remaining lines compare the two exponents over the common positive denominator.

```lean
/-- The kernel has its strict maximum over positive energies at the pole energy `w0`. -/
theorem logGauss_lt_peak {b w0 w : ℝ} (hb : 0 < b) (hw0 : 0 < w0) (hw : 0 < w) (hne : w ≠ w0) :
    logGauss b w0 w < logGauss b w0 w0 := by
  have h1 : w / w0 ≠ 1 := fun h => hne ((div_eq_one_iff_eq hw0.ne').mp h)
  have h2 : Real.log (w / w0) ≠ 0 := Real.log_ne_zero_of_pos_of_ne_one (div_pos hw hw0) h1
  have h3 : 0 < (Real.log (w / w0) / b) ^ 2 := by positivity
  have h4 : 0 < Real.sqrt π := Real.sqrt_pos.mpr Real.pi_pos
  unfold logGauss
  rw [div_self hw0.ne', Real.log_one, zero_div]
  apply div_lt_div_of_pos_right _ (by positivity)
  apply Real.exp_lt_exp.mpr
  linarith
```

## (f) Moments of a broadened spectrum

Let all $E_i$ be positive. Show that broadening multiplies the moment of order $s$ of the discrete spectrum by a factor that depends only on $b$ and $s$.

The sum is finite and each term is integrable by part (b), so sum and integral may be exchanged:

$$\int_0^\infty w^sA(w)\,dw=\sum_i a_i\int_0^\infty w^sK_{b,E_i}(w)\,dw
=e^{b^2s(s+2)/4}\sum_i a_iE_i^s .$$

The factor comes out of the sum because every pole is broadened with the same $b$. For $s=1$ it is $e^{3b^2/4}>1$, so a nonzero first moment read off the smooth curve is larger in magnitude than that of the poles. The first moment of the poles themselves is $\sum_i a_iE_i$, which can be computed from the discrete data without any broadening.

The hypothesis `hE` requires every pole energy to be positive. A pole at zero energy is not covered, and neither is the negative-energy half of a spectrum, which would need the mirrored kernel. In the proof, `e` distributes $w^s$ over the sum, `integral_finsetSum` exchanges sum and integral, and part (b) evaluates each term.

```lean
/-- Broadening multiplies the moment of order `s` of a discrete spectrum by
`exp (b² s (s + 2) / 4)`. -/
theorem broadened_moment {ι : Type*} [Fintype ι] {b : ℝ} (hb : 0 < b) (a E : ι → ℝ)
    (hE : ∀ i, 0 < E i) (s : ℝ) :
    ∫ w in Ioi (0 : ℝ), w ^ s * broadened b a E w =
      Real.exp (b ^ 2 * s * (s + 2) / 4) * ∑ i, a i * E i ^ s := by
  have e : ∀ w : ℝ, w ^ s * broadened b a E w =
      ∑ i, a i * (w ^ s * logGauss b (E i) w) := by
    intro w
    rw [broadened, Finset.mul_sum]
    exact Finset.sum_congr rfl fun i _ => by ring
  simp only [e]
  rw [integral_finsetSum _ fun i _ => Integrable.const_mul (logGauss_moment hb (hE i) s).1 _,
    Finset.mul_sum]
  refine Finset.sum_congr rfl fun i _ => ?_
  rw [integral_const_mul, (logGauss_moment hb (hE i) s).2]
  ring
```

## (g) Conservation of total spectral weight

Show that the broadened spectrum has the same total weight as the poles.

Set $s=0$ in part (f). The prefactor is $e^0=1$ and each $E_i^0$ is 1, so

$$\int_0^\infty A(w)\,dw=\sum_i a_i .$$

In an NRG impurity solver, this means that log-Gaussian broadening of finitely many positive-energy poles leaves their contribution to the sum rule for the total spectral weight unchanged. Whether the pole weights themselves satisfy the sum rule depends on the calculation that produced them. The proof is the same substitution, with `simpa` simplifying the zeroth powers and the exponential.

```lean
/-- The total weight of the broadened spectrum is the sum of the pole weights. -/
theorem broadened_weight {ι : Type*} [Fintype ι] {b : ℝ} (hb : 0 < b) (a E : ι → ℝ)
    (hE : ∀ i, 0 < E i) :
    ∫ w in Ioi (0 : ℝ), broadened b a E w = ∑ i, a i := by
  simpa using broadened_moment hb a E hE 0

end

end NRGLogGaussian
```

```lean
#print axioms NRGLogGaussian.logGauss_width
#print axioms NRGLogGaussian.logGauss_lt_peak
#print axioms NRGLogGaussian.broadened_weight
```

```
'NRGLogGaussian.logGauss_width' depends on axioms: [propext, Classical.choice, Quot.sound]
'NRGLogGaussian.logGauss_lt_peak' depends on axioms: [propext, Classical.choice, Quot.sound]
'NRGLogGaussian.broadened_weight' depends on axioms: [propext, Classical.choice, Quot.sound]
```
